# The Hellmann-Feynman formula for non-Hermitian matrices, with left and right eigenvectors

## A two-level matrix with eigenvalue $t$

Take

$$A(t)=\begin{pmatrix}0&1\\ t^2&0\end{pmatrix},\qquad r(t)=\begin{pmatrix}1\\ t\end{pmatrix},\qquad A(t)\,r(t)=t\,r(t).$$

The eigenvalue is $z(t)=t$, so its derivative is $1$. At a point $t_0\neq0$ the matrix derivative $A'$ has the single nonzero entry $2t_0$, in the lower left corner. The familiar expectation value gives

$$\frac{r^\dagger A' r}{r^\dagger r}=\frac{2|t_0|^2}{1+|t_0|^2},$$

which is wrong unless $|t_0|=1$. The row vector $l=(t_0,1)$ satisfies $lA(t_0)=t_0\,l$, and with it

$$\frac{l A' r}{l\cdot r}=\frac{2t_0}{2t_0}=1 .$$

The left eigenvector gives the right answer because it removes the unknown change of $r$.

## Resonances and complex energies

Complex scaling and absorbing potentials turn a Hamiltonian in a finite basis into a non-Hermitian matrix. Some of its complex eigenvalues approximate the positions and widths of resonances; others represent the discretised continuum. Along a differentiable eigenpair of such a matrix, wherever $l\cdot r\neq0$, the formula $z'=lA'r/(l\cdot r)$ gives the derivative of the complex energy without the derivative of the eigenvector.

## What is assumed and what follows

Let $A(t)$ be a finite square complex matrix, $r(t)$ a column vector and $z(t)$ a number, with derivatives $A'$, $r'$, $z'$ at $t_0$ and $A(t)r(t)=z(t)r(t)$ for all $t$ near $t_0$. If $lA(t_0)=z(t_0)l$ and $l\cdot r(t_0)\neq0$, then

$$z'=\frac{l A' r(t_0)}{l\cdot r(t_0)}.$$

In Lean, `IsEigenBranch` collects the conditions on $A$, $r$ and $z$. Derivatives are taken entry by entry, and `∀ᶠ t in 𝓝 t₀` means "for all $t$ near $t_0$". The products `A *ᵥ r`, `l ᵥ* A` and `l ⬝ᵥ r` are $Ar$, $lA$ and $l\cdot r=\sum_i l_i r_i$, with no complex conjugation. The parameter field `𝕜` may be $\mathbb R$ or $\mathbb C$. The quotient does not depend on the scale of $l$ or $r$; with $l\cdot r=1$ it is simply $lA'r$.

The differentiable eigenpair is a hypothesis: its existence is not derived. Operators on infinite-dimensional spaces and generalised eigenvalue problems with an overlap matrix are not covered. If the basis moves with $t$, $A'$ is the derivative of the full matrix elements, including the motion of the basis.

## Derivation by projection from the left

Differentiate $Ar=zr$ at $t_0$ with the product rule:

$$A'r+Ar'=z'r+zr'.$$

Multiply from the left by a row vector $l$ with $lA=wl$. Since $lAr'=w\,(l\cdot r')$,

$$lA'r=z'(l\cdot r)+(z-w)(l\cdot r').$$

For $w=z$ the term with $r'$ vanishes, and division by $l\cdot r$ gives the formula.

For $w\neq z$, evaluate $lAr$ in two ways: $w(l\cdot r)=z(l\cdot r)$, so $l\cdot r=0$. The same identity then gives a component of the eigenvector response,

$$l\cdot r'=\frac{lA'r}{z-w}.$$

If $A(t_0)$ is complex symmetric, transposing $Ar=zr$ shows that $r$ itself serves as the left eigenvector. Hence $z'=rA'r/(r\cdot r)$ whenever the unconjugated product $r\cdot r$, the c-product, is nonzero. In the Hermitian case $l=r^\dagger$ works instead, and the usual expectation value returns.

## Self-orthogonality and exceptional points

Suppose $w=z$ but $l\cdot r=0$. The projected equation then says $lA'r=0$, a necessary condition for a differentiable eigenpair. Consider

$$B(t)=\begin{pmatrix}0&1\\ t&0\end{pmatrix}$$

with complex $t$, at $t=0$. With components numbered from $0$ as in Lean, the eigenvalue equation reads $r_1=zr_0$ and $0=zr_1$. A nonzero $r$ forces $z=0$ and $r_1=0$. The left eigenvector $l=(0,1)$ has $l\cdot r=0$, while $lB'r=r_0\neq0$. So no differentiable eigenpair with a nonzero vector exists there, in keeping with the eigenvalues $\pm\sqrt t$. These merge at $t=0$ together with their eigenvectors $(1,\pm\sqrt t)$, which makes $t=0$ an exceptional point.

The opening matrix shows what fails in the formula without $l\cdot r\neq0$. At $t_0=0$ it has two differentiable eigenpairs, with eigenvalues $\pm t$ and vectors $(1,\pm t)$. Both share the same $A(0)$, $A'(0)=0$, $r(0)=(1,0)$ and $l=(0,1)$, yet their slopes are $+1$ and $-1$. No expression in these data alone can give $z'$.

## The Lean development

```lean
import Mathlib

open Matrix Filter Topology

namespace NonHermitianHellmannFeynman

/-- A differentiable eigenpair of a matrix family: `A`, `r` and `z` have derivatives `A'`, `r'`
and `z'` at `t₀`, and `A(t) r(t) = z(t) r(t)` for all `t` near `t₀`. -/
structure IsEigenBranch {𝕜 n : Type*} [NontriviallyNormedField 𝕜] [NormedAlgebra 𝕜 ℂ] [Fintype n]
    (A : 𝕜 → Matrix n n ℂ) (r : 𝕜 → n → ℂ) (z : 𝕜 → ℂ)
    (A' : Matrix n n ℂ) (r' : n → ℂ) (z' : ℂ) (t₀ : 𝕜) : Prop where
  matrix : ∀ i j, HasDerivAt (fun t => A t i j) (A' i j) t₀
  vector : ∀ i, HasDerivAt (fun t => r t i) (r' i) t₀
  value : HasDerivAt z z' t₀
  eigen : ∀ᶠ t in 𝓝 t₀, A t *ᵥ r t = z t • r t

variable {𝕜 n : Type*} [NontriviallyNormedField 𝕜] [NormedAlgebra 𝕜 ℂ] [Fintype n]
  {A : 𝕜 → Matrix n n ℂ} {r : 𝕜 → n → ℂ} {z : 𝕜 → ℂ}
  {A' : Matrix n n ℂ} {r' : n → ℂ} {z' : ℂ} {t₀ : 𝕜} {l : n → ℂ} {w : ℂ}

/-- The first-order eigenvalue equation: `A' r + A r' = z' r + z r'` at `t₀`. -/
theorem first_order_equation (h : IsEigenBranch A r z A' r' z' t₀) :
    A' *ᵥ r t₀ + A t₀ *ᵥ r' = z' • r t₀ + z t₀ • r' := by
  funext i
  -- differentiate both sides of the eigenvalue equation, component by component
  have hL : HasDerivAt (fun t => ∑ j, A t i j * r t j)
      (∑ j, (A' i j * r t₀ j + A t₀ i j * r' j)) t₀ :=
    HasDerivAt.fun_sum fun j _ => (h.matrix i j).fun_mul (h.vector j)
  have hR : HasDerivAt (fun t => z t * r t i) (z' * r t₀ i + z t₀ * r' i) t₀ :=
    h.value.fun_mul (h.vector i)
  have hE : (fun t => ∑ j, A t i j * r t j) =ᶠ[𝓝 t₀] fun t => z t * r t i := by
    filter_upwards [h.eigen] with t ht
    simpa [Matrix.mulVec, dotProduct] using congrFun ht i
  have key := hL.unique (hR.congr_of_eventuallyEq hE)
  simpa [Matrix.mulVec, dotProduct, Finset.sum_add_distrib] using key

/-- The first-order equation projected on a left eigenvector `l` of `A(t₀)` with eigenvalue `w`:
`l A' r = z' (l·r) + (z - w) (l·r')`. -/
theorem left_projection (h : IsEigenBranch A r z A' r' z' t₀) (hl : l ᵥ* A t₀ = w • l) :
    l ⬝ᵥ (A' *ᵥ r t₀) = z' * (l ⬝ᵥ r t₀) + (z t₀ - w) * (l ⬝ᵥ r') := by
  have h1 := congrArg (fun v => l ⬝ᵥ v) (first_order_equation h)
  simp only [dotProduct_add, dotProduct_smul, smul_eq_mul] at h1
  -- let the matrix act to the left
  have h2 : l ⬝ᵥ (A t₀ *ᵥ r') = w * (l ⬝ᵥ r') := by
    rw [Matrix.dotProduct_mulVec, hl, smul_dotProduct, smul_eq_mul]
  linear_combination h1 - h2

/-- Hellmann-Feynman theorem for a general complex matrix: the derivative of the eigenvalue is
`l A' r / (l·r)`, with `l` and `r` left and right eigenvectors at `t₀` and `l·r` nonzero. -/
theorem hellmann_feynman (h : IsEigenBranch A r z A' r' z' t₀)
    (hl : l ᵥ* A t₀ = z t₀ • l) (hlr : l ⬝ᵥ r t₀ ≠ 0) :
    z' = l ⬝ᵥ (A' *ᵥ r t₀) / (l ⬝ᵥ r t₀) := by
  have p := left_projection h hl
  rw [eq_div_iff hlr]
  linear_combination -p

/-- A left eigenvector `l` with a different eigenvalue `w` satisfies `l·r = 0` at `t₀`, and the
eigenvector response has the component `l·r' = l A' r / (z - w)`. -/
theorem eigenvector_response (h : IsEigenBranch A r z A' r' z' t₀)
    (hl : l ᵥ* A t₀ = w • l) (hw : z t₀ ≠ w) :
    l ⬝ᵥ r t₀ = 0 ∧ l ⬝ᵥ r' = l ⬝ᵥ (A' *ᵥ r t₀) / (z t₀ - w) := by
  have hzw : z t₀ - w ≠ 0 := sub_ne_zero.mpr hw
  have h0 : A t₀ *ᵥ r t₀ = z t₀ • r t₀ := h.eigen.self_of_nhds
  -- evaluate `l A r` in two ways
  have e1 : l ⬝ᵥ (A t₀ *ᵥ r t₀) = w * (l ⬝ᵥ r t₀) := by
    rw [Matrix.dotProduct_mulVec, hl, smul_dotProduct, smul_eq_mul]
  have e2 : l ⬝ᵥ (A t₀ *ᵥ r t₀) = z t₀ * (l ⬝ᵥ r t₀) := by
    rw [h0, dotProduct_smul, smul_eq_mul]
  have e3 : (z t₀ - w) * (l ⬝ᵥ r t₀) = 0 := by linear_combination e1 - e2
  have orth : l ⬝ᵥ r t₀ = 0 := (mul_eq_zero.mp e3).resolve_left hzw
  refine ⟨orth, ?_⟩
  have p := left_projection h hl
  rw [orth] at p
  rw [eq_div_iff hzw]
  linear_combination -p

/-- The c-product form: if `A(t₀)` is complex symmetric and `r·r`, taken without complex
conjugation, is nonzero, then `z' = r A' r / (r·r)`. -/
theorem hellmann_feynman_complex_symmetric (h : IsEigenBranch A r z A' r' z' t₀)
    (hs : (A t₀)ᵀ = A t₀) (hrr : r t₀ ⬝ᵥ r t₀ ≠ 0) :
    z' = r t₀ ⬝ᵥ (A' *ᵥ r t₀) / (r t₀ ⬝ᵥ r t₀) := by
  have hl : r t₀ ᵥ* A t₀ = z t₀ • r t₀ := by
    rw [← Matrix.mulVec_transpose, hs]
    exact h.eigen.self_of_nhds
  exact hellmann_feynman h hl hrr

/-- If left and right eigenvectors of the same eigenvalue satisfy `l·r = 0` on a differentiable
eigenpair, then `l A' r = 0`. -/
theorem self_orthogonal_condition (h : IsEigenBranch A r z A' r' z' t₀)
    (hl : l ᵥ* A t₀ = z t₀ • l) (hlr : l ⬝ᵥ r t₀ = 0) :
    l ⬝ᵥ (A' *ᵥ r t₀) = 0 := by
  rw [left_projection h hl, hlr]
  ring

/-- The two-level matrix with rows `(0, 1)` and `(t, 0)` has no differentiable eigenpair at
`t = 0` with a nonzero eigenvector there. -/
theorem no_branch_at_exceptional_point (r : ℂ → Fin 2 → ℂ) (z : ℂ → ℂ) (r' : Fin 2 → ℂ) (z' : ℂ)
    (hr : r 0 ≠ 0) :
    ¬ IsEigenBranch (fun t : ℂ => !![0, 1; t, 0]) r z !![0, 0; 1, 0] r' z' 0 := by
  intro h
  have h0 := h.eigen.self_of_nhds
  have e0 : r 0 1 = z 0 * r 0 0 := by
    simpa [Matrix.mulVec, dotProduct, Fin.sum_univ_two] using congrFun h0 0
  have e1 : 0 = z 0 * r 0 1 := by
    simpa [Matrix.mulVec, dotProduct, Fin.sum_univ_two] using congrFun h0 1
  -- the only eigenvalue at `t = 0` is zero
  have hz : z 0 = 0 := by
    by_contra hz
    have h1 : r 0 1 = 0 := (mul_eq_zero.mp e1.symm).resolve_left hz
    rw [h1] at e0
    have h2 : r 0 0 = 0 := (mul_eq_zero.mp e0.symm).resolve_left hz
    apply hr
    funext i
    fin_cases i
    · exact h2
    · exact h1
  have h1 : r 0 1 = 0 := by rw [e0, hz, zero_mul]
  have hl : ![(0 : ℂ), 1] ᵥ* !![0, 1; 0, 0] = z 0 • ![(0 : ℂ), 1] := by
    rw [hz]
    funext i
    fin_cases i <;> simp [Matrix.vecMul, dotProduct, Fin.sum_univ_two]
  have hlr : ![(0 : ℂ), 1] ⬝ᵥ r 0 = 0 := by
    simp [dotProduct, Fin.sum_univ_two, h1]
  -- the necessary condition `l A' r = 0` forces the eigenvector to vanish
  have p := self_orthogonal_condition h hl hlr
  have h2 : r 0 0 = 0 := by
    simpa [Matrix.mulVec, dotProduct, Fin.sum_univ_two] using p
  apply hr
  funext i
  fin_cases i
  · exact h2
  · exact h1

/-- The matrix with rows `(0, 1)` and `(t², 0)`, with right eigenvector `(1, t)`, left eigenvector
`(t₀, 1)` and eigenvalue `t`, meets the hypotheses of `hellmann_feynman` at every `t₀ ≠ 0`. -/
theorem hellmann_feynman_witness (t₀ : ℂ) (ht : t₀ ≠ 0) :
    IsEigenBranch (fun t : ℂ => !![0, 1; t ^ 2, 0]) (fun t => ![1, t]) (fun t => t)
      !![0, 0; 2 * t₀, 0] ![0, 1] 1 t₀ ∧
    ![t₀, 1] ᵥ* !![0, 1; t₀ ^ 2, 0] = t₀ • ![t₀, 1] ∧
    ![t₀, 1] ⬝ᵥ ![1, t₀] ≠ 0 := by
  have hsq : HasDerivAt (fun t : ℂ => t ^ 2) (2 * t₀) t₀ := by
    simpa using hasDerivAt_pow 2 t₀
  refine ⟨⟨?_, ?_, hasDerivAt_id' t₀, ?_⟩, ?_, ?_⟩
  · intro i j
    fin_cases i <;> fin_cases j
    · exact hasDerivAt_const t₀ (0 : ℂ)
    · exact hasDerivAt_const t₀ (1 : ℂ)
    · exact hsq
    · exact hasDerivAt_const t₀ (0 : ℂ)
  · intro i
    fin_cases i
    · exact hasDerivAt_const t₀ (1 : ℂ)
    · exact hasDerivAt_id' t₀
  · refine Eventually.of_forall fun t => ?_
    funext i
    fin_cases i <;> simp [Matrix.mulVec, dotProduct, Fin.sum_univ_two, pow_two]
  · funext i
    fin_cases i <;> simp [Matrix.vecMul, dotProduct, Fin.sum_univ_two, pow_two]
  · have e : ![t₀, 1] ⬝ᵥ ![1, t₀] = 2 * t₀ := by
      simp [dotProduct, Fin.sum_univ_two]
      ring
    rw [e]
    exact mul_ne_zero two_ne_zero ht

end NonHermitianHellmannFeynman
```

```lean
#print axioms NonHermitianHellmannFeynman.hellmann_feynman
#print axioms NonHermitianHellmannFeynman.eigenvector_response
#print axioms NonHermitianHellmannFeynman.hellmann_feynman_complex_symmetric
#print axioms NonHermitianHellmannFeynman.no_branch_at_exceptional_point
```

```
'NonHermitianHellmannFeynman.hellmann_feynman' depends on axioms: [propext, Classical.choice, Quot.sound]
'NonHermitianHellmannFeynman.eigenvector_response' depends on axioms: [propext, Classical.choice, Quot.sound]
'NonHermitianHellmannFeynman.hellmann_feynman_complex_symmetric' depends on axioms: [propext, Classical.choice, Quot.sound]
'NonHermitianHellmannFeynman.no_branch_at_exceptional_point' depends on axioms: [propext, Classical.choice, Quot.sound]
```

## How the proof follows the derivation

`first_order_equation` works on one component at a time. `hL` differentiates $\sum_j A_{ij}r_j$ and `hR` differentiates $zr_i$. The two functions agree near $t_0$ by `hE`, so uniqueness of the derivative equates the results.

`left_projection` takes the product of that equation with $l$. `Matrix.dotProduct_mulVec` lets the matrix act to the left, where `hl` replaces $lA$ by $wl$; `linear_combination` collects the terms. `hellmann_feynman` is the case $w=z$, with `eq_div_iff` clearing the nonzero denominator.

In `eigenvector_response`, `e1` and `e2` are the two evaluations of $lAr$, and `e3` is their difference, from which orthogonality follows. `hellmann_feynman_complex_symmetric` builds the left eigenvector equation from the transpose and applies the main theorem.

`self_orthogonal_condition` puts $l\cdot r=0$ into the projected equation. `no_branch_at_exceptional_point` assumes an eigenpair of $B$, finds $z(0)=0$ and $r_1=0$, and uses that condition to obtain $r_0=0$, which contradicts `hr`.

Finally, `hellmann_feynman_witness` checks the opening example: the derivatives, both eigenvector equations and $l\cdot r=2t_0\neq0$. The hypotheses of the main theorem are therefore met by a matrix that is non-Hermitian except where $t_0^2=1$.
